# In a coupled two-level Dirac model, the second-order Douglas–Kroll error has the sign of a weak potential difference

I used the first- and second-order Douglas–Kroll energies as the two ends of an error bar, and the exact energy fell outside it. My test case has one upper and one lower level, with rest energy \(c^2=3\), kinetic coupling \(k=4\), and a potential \(+d\) on the upper and \(-d\) on the lower level. For \(d=1\) the two values are 5.600 and 5.664, and the exact 5.657 lies between them. For \(d=-1\) they are 4.400 and 4.464, but the exact energy is 4.472. Have I made an arithmetic mistake, or does second order really change sides? If it does, how far can I rely on the sign of \(d\)?

## The side changes with \(d\), down to a known threshold

Your numbers are right. For \(k\ne0\) and \(d\neq 0\), first order is always too low. Second order is too high for \(d>0\) and too low for \(-4c^2E^2/k^2<d<0\), where \(E=\sqrt{c^4+k^2}\) is the free-particle energy. So the two values bracket the exact one for positive \(d\), but not for weak negative \(d\).

**The exact energy.** With electron mass 1, the Hamiltonian is

\[
H=\begin{pmatrix}c^2+d&k\\k&-(c^2+d)\end{pmatrix},\qquad
\det(H-e)=e^2-(c^2+d)^2-k^2 .
\]

Its eigenvalues are \(\pm f(d)\) with \(f(d)=\sqrt{(c^2+d)^2+k^2}\). Here \(k\) is an energy, the usual \(cp\), and not a wavenumber. The two levels can be read as one upper and one lower basis function, in which the same electrostatic potential may have different averages. Strictly, \(d\) is half the difference between these two averages; their mean would shift all the energies equally.

**First order.** The free-particle Foldy–Wouthuysen rotation has cosine \(C=(E+c^2)/N\) and sine \(S=k/N\), with \(N^2=2E(E+c^2)\). From \(E^2=c^4+k^2\) it follows that

\[
C^2+S^2=1,\qquad C^2-S^2=c^2/E,\qquad 2CS=k/E .
\]

The upper diagonal entry of the rotated \(H\) is the first-order energy:

\[
D_1=(c^2+d)\frac{c^2}{E}+\frac{k^2}{E}=E+\frac{c^2d}{E}.
\]

The off-diagonal entry is

\[
o=k\frac{c^2}{E}-(c^2+d)\frac{k}{E}=-\frac{kd}{E}.
\]

**Second order.** Let \(O\) be the odd part, with \(o\) in both off-diagonal places, and let \(H_0=\mathrm{diag}(E,-E)\). The antisymmetric generator \(W\) with upper right entry \(w=o/(2E)\) satisfies \([W,H_0]=-O\). Expanding \(e^W(\cdot)e^{-W}\), the even second-order terms are

\[
[W,O]+\tfrac12[W,[W,H_0]]=\tfrac12[W,O].
\]

The upper diagonal entry of this is \(wo=o^2/(2E)\), so

\[
D_2=E+\frac{c^2d}{E}+\frac{k^2d^2}{2E^3}.
\]

These are also the Taylor polynomials of \(f\) about zero: \(f(0)=E\), \(f'(x)=(c^2+x)/f(x)\), and \(f''(0)=(E^2-c^4)/E^3=k^2/E^3\).

**The signs.** Since \(f^2=E^2+2c^2d+d^2\),

\[
f^2-D_1^2=d^2\left(1-\frac{c^4}{E^2}\right)=\frac{k^2d^2}{E^2}>0 .
\]

Hence \(|D_1|<f\). Adding the second-order term to \(D_1\) and squaring gives

\[
D_2^2-f^2=-\frac{k^2d^2}{E^2}+\left(E+\frac{c^2d}{E}\right)\frac{k^2d^2}{E^3}+\frac{k^4d^4}{4E^6}
=\frac{k^4}{4E^6}\,d^3\,(d+T),
\qquad T=\frac{4c^2E^2}{k^2}.
\]

For \(d\ne0\), \(D_2>D_1>-f\), so \(D_2+f>0\); at \(d=0\) the sum is \(2E>0\). Dividing by it shows that \(D_2-f\) has the sign of \(d^3(d+T)\). Because \(E^2>k^2\), the threshold satisfies \(T>4c^2\), so the sign of \(d\) decides for every nonzero \(d\ge-4c^2\). This includes the whole range \(0<|d|<c^2\).

**Your case, continued.** Here \(E=5\) and \(T=4\cdot3\cdot25/16=18.75\). At \(d=-20\), beyond the threshold, \(D_1=5-12=-7\) and \(D_2=-7+25.6=18.6\), while \(f=\sqrt{305}\approx17.46\). Second order is now too high although \(d\) is negative. Here \(c^2+d=-17\), so the potential has reversed the order of the two levels; the example tests the formula and is not a typical physical case.

## What the Lean theorems say about these energies

All quantities are real numbers or real \(2\times2\) matrices. The names correspond as follows:

- `diracMatrix` is \(H\), `diracEnergy` is \(f\), and `freeEnergy` is \(E\).
- `fwHamiltonian` is \(H\) after the rotation `fwRotation`.
- `oddPart` and `dkGenerator` are \(O\) and \(W\).
- `dk1` and `dk2` are \(D_1\) and \(D_2\), defined as matrix entries and not as Taylor polynomials. The definition of `dk2` starts from \(\tfrac12[W,O]\); the exponential expansion above is the reason for that choice.

Lean counts rows and columns from 0, so the entry `0 0` is the upper diagonal one.

The final theorem, `douglas_kroll_bounds`, assumes \(c>0\), \(k\neq0\), \(d\neq0\) and \(-4c^2\le d\). It concludes that \(D_1<f\), that \(f<D_2\) if \(d>0\), and that \(D_2<f\) if \(d<0\). The condition \(k\ne0\) means that the levels are kinetically coupled; with \(k=0\) and \(d\ge-c^2\) all three energies coincide. `dk2_error_sign` gives the full "exactly when" statement with the threshold, for every real \(d\).

Douglas–Kroll Hamiltonians are used in scalar-relativistic calculations on heavy elements. In the present two-level model, where \(k\) and \(d\) are fixed numbers, going to second order need not turn a lower estimate into an upper one. In a real atom or molecule the same electrostatic potential acts on the upper and lower components, and it does not commute with the kinetic coupling. Its effect is not captured by a single number \(d\), and the sign rule is not established there.

```lean
import Mathlib

open Matrix

namespace TwoLevelDouglasKroll

noncomputable section

/-- Two-level Dirac Hamiltonian with rest energy `c²`, kinetic coupling `k`, and potential
`d` on the upper and `-d` on the lower level. -/
def diracMatrix (c k d : ℝ) : Matrix (Fin 2) (Fin 2) ℝ :=
  !![c ^ 2 + d, k; k, -(c ^ 2 + d)]

/-- The exact two-level Dirac energy. -/
def diracEnergy (c k d : ℝ) : ℝ := √((c ^ 2 + d) ^ 2 + k ^ 2)

/-- The free-particle energy, without potential. -/
def freeEnergy (c k : ℝ) : ℝ := √(c ^ 4 + k ^ 2)

/-- The free-particle Foldy-Wouthuysen rotation, for `c > 0`. -/
def fwRotation (c k : ℝ) : Matrix (Fin 2) (Fin 2) ℝ :=
  let E := freeEnergy c k
  let N := √(2 * E * (E + c ^ 2))
  !![(E + c ^ 2) / N, k / N; -(k / N), (E + c ^ 2) / N]

/-- The Dirac Hamiltonian after the free-particle rotation, for `c > 0`. -/
def fwHamiltonian (c k d : ℝ) : Matrix (Fin 2) (Fin 2) ℝ :=
  fwRotation c k * diracMatrix c k d * (fwRotation c k)ᵀ

/-- The odd part of the rotated Hamiltonian, which couples the two levels, for `c > 0`. -/
def oddPart (c k d : ℝ) : Matrix (Fin 2) (Fin 2) ℝ :=
  !![0, fwHamiltonian c k d 0 1; fwHamiltonian c k d 1 0, 0]

/-- The antisymmetric generator of the Douglas-Kroll step, for `c > 0`. -/
def dkGenerator (c k d : ℝ) : Matrix (Fin 2) (Fin 2) ℝ :=
  let w := fwHamiltonian c k d 0 1 / (2 * freeEnergy c k)
  !![0, w; -w, 0]

/-- First-order Douglas-Kroll energy: the upper diagonal entry of the rotated Hamiltonian,
for `c > 0`. -/
def dk1 (c k d : ℝ) : ℝ := fwHamiltonian c k d 0 0

/-- Second-order Douglas-Kroll energy: half the commutator of generator and odd part is added to the
rotated Hamiltonian, and the upper diagonal entry is taken, for `c > 0`. -/
def dk2 (c k d : ℝ) : ℝ :=
  (fwHamiltonian c k d + (1 / 2 : ℝ) •
    (dkGenerator c k d * oddPart c k d - oddPart c k d * dkGenerator c k d)) 0 0

/-- The square of the exact energy. -/
theorem diracEnergy_sq (c k d : ℝ) :
    diracEnergy c k d ^ 2 = (c ^ 2 + d) ^ 2 + k ^ 2 :=
  Real.sq_sqrt (by positivity)

/-- For `c > 0` the free-particle energy is positive and obeys the relativistic
energy-momentum relation. -/
theorem freeEnergy_spec {c : ℝ} (k : ℝ) (hc : 0 < c) :
    0 < freeEnergy c k ∧ freeEnergy c k ^ 2 = c ^ 4 + k ^ 2 :=
  ⟨Real.sqrt_pos.2 (by positivity), Real.sq_sqrt (by positivity)⟩

/-- The eigenvalues of the two-level Dirac Hamiltonian are plus and minus the exact energy. -/
theorem dirac_eigenvalues (c k d e : ℝ) :
    (diracMatrix c k d - e • (1 : Matrix (Fin 2) (Fin 2) ℝ)).det = 0 ↔
      e = diracEnergy c k d ∨ e = -diracEnergy c k d := by
  have h : (diracMatrix c k d - e • (1 : Matrix (Fin 2) (Fin 2) ℝ)).det
      = e ^ 2 - diracEnergy c k d ^ 2 := by
    rw [Matrix.det_fin_two, diracEnergy_sq]
    simp [diracMatrix]
    ring
  rw [h, sub_eq_zero, sq_eq_sq_iff_eq_or_eq_neg]

/-- For `c > 0` the free-particle rotation is orthogonal, and it brings the Dirac Hamiltonian
to a form whose level coupling is proportional to the potential difference. -/
theorem fwHamiltonian_eq {c : ℝ} (k d : ℝ) (hc : 0 < c) :
    fwRotation c k * (fwRotation c k)ᵀ = 1 ∧
    fwHamiltonian c k d =
      !![freeEnergy c k + c ^ 2 * d / freeEnergy c k, -(k * d / freeEnergy c k);
         -(k * d / freeEnergy c k), -(freeEnergy c k + c ^ 2 * d / freeEnergy c k)] := by
  obtain ⟨hE, hs⟩ := freeEnergy_spec k hc
  unfold fwHamiltonian fwRotation diracMatrix
  dsimp only
  generalize freeEnergy c k = E at *
  have hN : √(2 * E * (E + c ^ 2)) ^ 2 = 2 * E * (E + c ^ 2) :=
    Real.sq_sqrt (by positivity)
  have hX : 2 * E * (E + c ^ 2) ≠ 0 := by positivity
  generalize √(2 * E * (E + c ^ 2)) = N at *
  -- cosine and sine of the rotation angle and of its double
  have h1 : ((E + c ^ 2) / N) ^ 2 + (k / N) ^ 2 = 1 := by
    rw [div_pow, div_pow, hN, ← add_div, div_eq_iff hX]
    linear_combination -hs
  have h2 : ((E + c ^ 2) / N) ^ 2 - (k / N) ^ 2 = c ^ 2 / E := by
    rw [div_pow, div_pow, hN, ← sub_div, div_eq_div_iff hX hE.ne']
    linear_combination E * hs
  have h3 : 2 * ((E + c ^ 2) / N) * (k / N) = k / E := by
    have h : 2 * ((E + c ^ 2) / N) * (k / N) = 2 * (E + c ^ 2) * k / N ^ 2 := by ring
    rw [h, hN, div_eq_div_iff hX hE.ne']
    ring
  have hq : c ^ 2 * (c ^ 2 / E) + k * (k / E) = E := by
    have h : c ^ 2 * (c ^ 2 / E) + k * (k / E) = (c ^ 4 + k ^ 2) / E := by ring
    rw [h, div_eq_iff hE.ne']
    linear_combination -hs
  generalize (E + c ^ 2) / N = C at *
  generalize k / N = S at *
  have hT : (!![C, S; -S, C])ᵀ = !![C, -S; S, C] := by
    ext i j
    fin_cases i <;> fin_cases j <;> rfl
  have ext2 : ∀ {a b p q a' b' p' q' : ℝ}, a = a' → b = b' → p = p' → q = q' →
      !![a, b; p, q] = !![a', b'; p', q'] := by
    rintro _ _ _ _ _ _ _ _ rfl rfl rfl rfl
    rfl
  rw [hT]
  constructor
  · rw [Matrix.mul_fin_two, Matrix.one_fin_two]
    exact ext2 (by linear_combination h1) (by ring) (by ring) (by linear_combination h1)
  · rw [Matrix.mul_fin_two, Matrix.mul_fin_two]
    exact ext2 (by linear_combination (c ^ 2 + d) * h2 + k * h3 + hq)
      (by linear_combination k * h2 - (c ^ 2 + d) * h3)
      (by linear_combination k * h2 - (c ^ 2 + d) * h3)
      (by linear_combination -(c ^ 2 + d) * h2 - k * h3 - hq)

/-- For `c > 0` the commutator of the Douglas-Kroll generator with the free-particle Hamiltonian in
its rotated, diagonal form cancels the odd part. -/
theorem dkGenerator_cancels {c : ℝ} (k d : ℝ) (hc : 0 < c) :
    dkGenerator c k d * !![freeEnergy c k, 0; 0, -freeEnergy c k]
      - !![freeEnergy c k, 0; 0, -freeEnergy c k] * dkGenerator c k d
      = -oddPart c k d := by
  have hE := (freeEnergy_spec k hc).1.ne'
  have hH := (fwHamiltonian_eq k d hc).2
  ext i j
  fin_cases i <;> fin_cases j <;>
    simp [dkGenerator, oddPart, hH] <;>
    field_simp <;> ring

/-- The first- and second-order Douglas-Kroll energies in closed form, for `c > 0`. -/
theorem dk_values {c : ℝ} (k d : ℝ) (hc : 0 < c) :
    dk1 c k d = freeEnergy c k + c ^ 2 * d / freeEnergy c k ∧
    dk2 c k d = freeEnergy c k + c ^ 2 * d / freeEnergy c k
      + k ^ 2 * d ^ 2 / (2 * freeEnergy c k ^ 3) := by
  have hE := (freeEnergy_spec k hc).1.ne'
  have hH := (fwHamiltonian_eq k d hc).2
  constructor
  · simp [dk1, hH]
  · simp [dk2, dkGenerator, oddPart, hH]
    field_simp
    ring

/-- Value, slope and curvature of the exact energy at zero potential difference, for `c > 0`
and `k ≠ 0`; the slope is given at every `x`. -/
theorem diracEnergy_taylor {c k : ℝ} (hc : 0 < c) (hk : k ≠ 0) :
    diracEnergy c k 0 = freeEnergy c k ∧
    (∀ x, HasDerivAt (diracEnergy c k) ((c ^ 2 + x) / diracEnergy c k x) x) ∧
    HasDerivAt (fun x => (c ^ 2 + x) / diracEnergy c k x)
      (k ^ 2 / freeEnergy c k ^ 3) 0 := by
  obtain ⟨hE, hs⟩ := freeEnergy_spec k hc
  have h0 : diracEnergy c k 0 = freeEnergy c k := by
    unfold diracEnergy freeEnergy
    congr 1
    ring
  have h1 : ∀ x, HasDerivAt (diracEnergy c k) ((c ^ 2 + x) / diracEnergy c k x) x := by
    intro x
    have hne : (c ^ 2 + x) ^ 2 + k ^ 2 ≠ 0 := by positivity
    have h : HasDerivAt (fun y : ℝ => (c ^ 2 + y) ^ 2 + k ^ 2) (2 * (c ^ 2 + x)) x :=
      ((((hasDerivAt_id' x).const_add (c ^ 2)).fun_pow 2).add_const (k ^ 2)).congr_deriv
        (by norm_num)
    exact (h.sqrt hne).congr_deriv (mul_div_mul_left _ _ two_ne_zero)
  refine ⟨h0, h1, ?_⟩
  have hne : diracEnergy c k 0 ≠ 0 := by rw [h0]; exact hE.ne'
  refine (((hasDerivAt_id' (0 : ℝ)).const_add (c ^ 2)).fun_div (h1 0) hne).congr_deriv ?_
  have hk2 : k ^ 2 = freeEnergy c k ^ 2 - c ^ 4 := by linear_combination -hs
  rw [h0, hk2]
  simp only [add_zero, one_mul]
  field_simp

/-- For `c > 0`, `k ≠ 0` and `d ≠ 0` the first-order Douglas-Kroll energy is strictly smaller
in modulus than the exact energy. -/
theorem abs_dk1_lt {c k d : ℝ} (hc : 0 < c) (hk : k ≠ 0) (hd : d ≠ 0) :
    |dk1 c k d| < diracEnergy c k d := by
  obtain ⟨hE, hs⟩ := freeEnergy_spec k hc
  have hk2 : k ^ 2 = freeEnergy c k ^ 2 - c ^ 4 := by linear_combination -hs
  -- the squares differ by the square of the neglected level coupling
  have gap : diracEnergy c k d ^ 2 - dk1 c k d ^ 2
      = k ^ 2 * d ^ 2 / freeEnergy c k ^ 2 := by
    rw [diracEnergy_sq, (dk_values k d hc).1, hk2]
    field_simp
    ring
  have hp : 0 < k ^ 2 * d ^ 2 / freeEnergy c k ^ 2 := by positivity
  exact abs_lt_of_sq_lt_sq (by linarith) (Real.sqrt_nonneg _)

/-- For `c > 0` and `k ≠ 0`, with `E` the free-particle energy, the second-order Douglas-Kroll
energy lies above the exact one exactly when `d > 0` or `d < -4c²E²/k²`, and below it exactly
when `-4c²E²/k² < d < 0`. -/
theorem dk2_error_sign {c k : ℝ} (d : ℝ) (hc : 0 < c) (hk : k ≠ 0) :
    (diracEnergy c k d < dk2 c k d ↔
      0 < d ∨ d < -(4 * c ^ 2 * freeEnergy c k ^ 2 / k ^ 2)) ∧
    (dk2 c k d < diracEnergy c k d ↔
      -(4 * c ^ 2 * freeEnergy c k ^ 2 / k ^ 2) < d ∧ d < 0) := by
  obtain ⟨hE, hs⟩ := freeEnergy_spec k hc
  obtain ⟨v1, v2⟩ := dk_values k d hc
  have hf : 0 ≤ diracEnergy c k d := Real.sqrt_nonneg _
  -- the sum of the two energies is positive
  have hsum : 0 < dk2 c k d + diracEnergy c k d := by
    rcases eq_or_ne d 0 with rfl | hd
    · have h : dk2 c k 0 = freeEnergy c k := by rw [v2]; simp
      linarith
    · have h := (abs_lt.1 (abs_dk1_lt hc hk hd)).1
      have hp : 0 < k ^ 2 * d ^ 2 / (2 * freeEnergy c k ^ 3) := by positivity
      linarith
  -- the difference of the squares factorises
  have gap : dk2 c k d ^ 2 - diracEnergy c k d ^ 2
      = k ^ 2 * d ^ 3 * (4 * c ^ 2 * freeEnergy c k ^ 2 + k ^ 2 * d)
        / (4 * freeEnergy c k ^ 6) := by
    have hk2 : k ^ 2 = freeEnergy c k ^ 2 - c ^ 4 := by linear_combination -hs
    rw [v2, diracEnergy_sq, hk2]
    field_simp
    ring
  have hT : 0 < 4 * c ^ 2 * freeEnergy c k ^ 2 / k ^ 2 := by positivity
  have hG : 4 * c ^ 2 * freeEnergy c k ^ 2 + k ^ 2 * d
      = k ^ 2 * (d + 4 * c ^ 2 * freeEnergy c k ^ 2 / k ^ 2) := by
    field_simp
    ring
  rw [hG] at gap
  have hq : 0 < k ^ 4 / (4 * freeEnergy c k ^ 6) := by positivity
  generalize 4 * c ^ 2 * freeEnergy c k ^ 2 / k ^ 2 = T at *
  have o3 : Odd 3 := by decide
  constructor
  · have key : (dk2 c k d - diracEnergy c k d) * (dk2 c k d + diracEnergy c k d)
        = k ^ 4 / (4 * freeEnergy c k ^ 6) * (d ^ 3 * (d + T)) := by
      linear_combination gap
    rw [← sub_pos, ← mul_pos_iff_of_pos_right hsum, key, mul_pos_iff_of_pos_left hq,
      mul_pos_iff, o3.pow_pos_iff, o3.pow_neg_iff]
    constructor
    · rintro (⟨h, -⟩ | ⟨-, h⟩)
      · exact Or.inl h
      · exact Or.inr (by linarith)
    · rintro (h | h)
      · exact Or.inl ⟨h, by linarith⟩
      · exact Or.inr ⟨by linarith, by linarith⟩
  · have key : (diracEnergy c k d - dk2 c k d) * (dk2 c k d + diracEnergy c k d)
        = k ^ 4 / (4 * freeEnergy c k ^ 6) * (d ^ 3 * (-(d + T))) := by
      linear_combination -gap
    rw [← sub_pos, ← mul_pos_iff_of_pos_right hsum, key, mul_pos_iff_of_pos_left hq,
      mul_pos_iff, o3.pow_pos_iff, o3.pow_neg_iff]
    constructor
    · rintro (⟨h, h'⟩ | ⟨h, h'⟩)
      · linarith
      · exact ⟨by linarith, h⟩
    · rintro ⟨h, h'⟩
      exact Or.inr ⟨h', by linarith⟩

/-- For `c > 0`, `k ≠ 0` and nonzero `d ≥ -4c²`, the first-order Douglas-Kroll energy lies
strictly below the exact one, and the second-order energy lies above it for `d > 0` and below
it for `d < 0`. -/
theorem douglas_kroll_bounds {c k d : ℝ} (hc : 0 < c) (hk : k ≠ 0) (hd : d ≠ 0)
    (hb : -(4 * c ^ 2) ≤ d) :
    dk1 c k d < diracEnergy c k d ∧
    (0 < d → diracEnergy c k d < dk2 c k d) ∧
    (d < 0 → dk2 c k d < diracEnergy c k d) := by
  obtain ⟨habove, hbelow⟩ := dk2_error_sign d hc hk
  refine ⟨(abs_lt.1 (abs_dk1_lt hc hk hd)).2, fun h => habove.2 (Or.inl h),
    fun h => hbelow.2 ⟨?_, h⟩⟩
  -- the threshold lies beyond `-4c²` because `E² > k²`
  have hs := (freeEnergy_spec k hc).2
  have hT : 4 * c ^ 2 < 4 * c ^ 2 * freeEnergy c k ^ 2 / k ^ 2 := by
    rw [lt_div_iff₀ (by positivity), hs]
    have hp : 0 < 4 * c ^ 2 * c ^ 4 := by positivity
    linarith
  linarith

end

end TwoLevelDouglasKroll
```

```lean
#print axioms TwoLevelDouglasKroll.dirac_eigenvalues
-- 'TwoLevelDouglasKroll.dirac_eigenvalues' depends on axioms: [propext, Classical.choice, Quot.sound]
#print axioms TwoLevelDouglasKroll.dkGenerator_cancels
-- 'TwoLevelDouglasKroll.dkGenerator_cancels' depends on axioms: [propext, Classical.choice, Quot.sound]
#print axioms TwoLevelDouglasKroll.diracEnergy_taylor
-- 'TwoLevelDouglasKroll.diracEnergy_taylor' depends on axioms: [propext, Classical.choice, Quot.sound]
#print axioms TwoLevelDouglasKroll.douglas_kroll_bounds
-- 'TwoLevelDouglasKroll.douglas_kroll_bounds' depends on axioms: [propext, Classical.choice, Quot.sound]
```

## From the rotation to the sign of the error

`dirac_eigenvalues` computes the determinant and factors \(e^2-f^2=0\). In `fwHamiltonian_eq`, the facts `h1`, `h2` and `h3` are the three identities for \(C\) and \(S\). Each entry of the rotated matrix then follows by `linear_combination`, which adds multiples of these identities and, on the diagonal, also uses `hq`, the relation \(E^2=c^4+k^2\) divided by \(E\).

`dkGenerator_cancels` checks \([W,H_0]=-O\) entry by entry, and `dk_values` reads off the closed forms of \(D_1\) and \(D_2\). `diracEnergy_taylor` obtains the slope from the chain rule and the curvature at zero from the quotient rule, which confirms the Taylor coefficients.

In `abs_dk1_lt`, `gap` is the identity \(f^2-D_1^2=k^2d^2/E^2\). Since \(f\ge0\), comparing squares gives \(|D_1|<f\).

`dk2_error_sign` uses that bound in `hsum` to show \(D_2+f>0\), treating \(d=0\) separately. Its `gap` is the factorised difference of squares, and `key` writes it as \((D_2-f)(D_2+f)\), or with the opposite sign for the second equivalence. Positive factors are removed, and the remaining cases follow because \(d^3\) has the sign of \(d\).

Finally, `douglas_kroll_bounds` proves \(4c^2<T\) from \(E^2=c^4+k^2\). A negative \(d\ge-4c^2\) therefore lies between \(-T\) and 0, where second order is too low.
